# The covalent share of singlet valence bond structures tends to zero for 2m electrons in 2m orbitals

Count the singlet valence bond structures of $2m$ electrons in $2m$ orbitals whose bonds form a non-crossing (Rumer) diagram. The covalent ones make up exactly $1/\binom{2m+1}{m}$ of them, and this share tends to 0 as $m$ grows. Each further electron pair with its two orbitals multiplies the covalent count by a factor tending to 4 and the total count by a factor tending to 16.

```lean
import Mathlib

open Filter Topology
open scoped Nat

namespace ValenceBondCounting

/-- Number of singlet valence bond structures of `2m` electrons in `2m` orbitals with `k ≤ m`
covalent bonds: choose the `2k` singly occupied orbitals, choose the `m - k` doubly occupied ones
among the rest, and pair the single electrons by a non-crossing (Rumer) diagram. -/
def structureCount (m k : ℕ) : ℕ :=
  (2 * m).choose (2 * k) * (2 * (m - k)).choose (m - k) * catalan k

/-- Number of covalent structures with a non-crossing pairing: every orbital is singly occupied. -/
def covalentCount (m : ℕ) : ℕ := structureCount m m

/-- Number of ionic structures with a non-crossing pairing: at least one orbital is doubly occupied.
-/
def ionicCount (m : ℕ) : ℕ := ∑ k ∈ Finset.range m, structureCount m k

/-- Number of all singlet structures of `2m` electrons in `2m` orbitals with a non-crossing pairing
of the single electrons. -/
def totalCount (m : ℕ) : ℕ := ∑ k ∈ Finset.range (m + 1), structureCount m k

/-- The number of ways to select `a` orbitals out of `a + b`, in terms of factorials. -/
theorem choose_mul_factorials (a b : ℕ) : (a + b).choose a * a ! * b ! = (a + b)! := by
  have h := Nat.choose_mul_factorial_mul_factorial (Nat.le_add_right a b)
  rwa [Nat.add_sub_cancel_left] at h

/-- The number of Rumer diagrams for `2n` electrons, in terms of factorials. -/
theorem catalan_mul_factorials (n : ℕ) : catalan n * (n ! * (n + 1)!) = (2 * n)! := by
  have h := choose_mul_factorials n n
  rw [← two_mul, ← Nat.centralBinom_eq_two_mul_choose,
    ← succ_mul_catalan_eq_centralBinom] at h
  rw [← h, Nat.factorial_succ]
  ring

/-- The number of structures with `k ≤ m` covalent bonds is the Catalan number of `m` times a
product of two binomial coefficients. -/
theorem structureCount_eq {m k : ℕ} (hk : k ≤ m) :
    structureCount m k = catalan m * (m.choose k * (m + 1).choose (m - k)) := by
  obtain ⟨d, rfl⟩ := Nat.exists_eq_add_of_le hk
  unfold structureCount
  rw [Nat.add_sub_cancel_left]
  have h1 := choose_mul_factorials (2 * k) (2 * d)
  rw [← Nat.mul_add] at h1
  have h2 := choose_mul_factorials d d
  rw [← two_mul] at h2
  have h3 := catalan_mul_factorials k
  have h4 := catalan_mul_factorials (k + d)
  have h5 := choose_mul_factorials k d
  have h6 := choose_mul_factorials d (k + 1)
  rw [show d + (k + 1) = k + d + 1 by omega] at h6
  -- multiplied by the factorials below, both sides equal `(2m)!`
  have hpos : 0 < k ! * (k + 1)! * (d ! * d !) := by positivity
  apply Nat.eq_of_mul_eq_mul_right hpos
  calc _ = (2 * (k + d)).choose (2 * k) * (catalan k * (k ! * (k + 1)!))
        * ((2 * d).choose d * d ! * d !) := by ring
    _ = catalan (k + d) * ((k + d)! * (k + d + 1)!) := by rw [h3, h2, h1, h4]
    _ = catalan (k + d) * (((k + d).choose k * k ! * d !)
        * ((k + d + 1).choose d * d ! * (k + 1)!)) := by rw [h5, h6]
    _ = _ := by ring

/-- The covalent structures with a non-crossing pairing are counted by the Catalan number
`binom(2m, m) / (m + 1)`. -/
theorem covalentCount_eq (m : ℕ) :
    covalentCount m = catalan m ∧
      (covalentCount m : ℝ) = ((2 * m).choose m : ℝ) / (m + 1) := by
  have h : covalentCount m = catalan m := by simp [covalentCount, structureCount]
  refine ⟨h, ?_⟩
  have hc := succ_mul_catalan_eq_centralBinom m
  rw [Nat.centralBinom_eq_two_mul_choose] at hc
  have hr : ((m : ℝ) + 1) * (catalan m : ℝ) = ((2 * m).choose m : ℝ) := by exact_mod_cast hc
  have hm : (m : ℝ) + 1 ≠ 0 := by positivity
  rw [h, eq_div_iff hm, ← hr]
  ring

/-- The covalent count times `2m + 1` is the binomial coefficient `binom(2m + 1, m)`. -/
theorem odd_mul_covalentCount (m : ℕ) :
    (2 * m + 1) * covalentCount m = (2 * m + 1).choose m := by
  rw [(covalentCount_eq m).1]
  have h := choose_mul_factorials m (m + 1)
  rw [show m + (m + 1) = 2 * m + 1 by omega, Nat.factorial_succ (2 * m),
    ← catalan_mul_factorials m] at h
  have hpos : 0 < m ! * (m + 1)! := by positivity
  apply Nat.eq_of_mul_eq_mul_right hpos
  linarith

/-- There is at least one covalent structure for every `m`. -/
theorem covalentCount_pos (m : ℕ) : 0 < covalentCount m := by
  apply Nat.pos_of_ne_zero
  intro h0
  have h := odd_mul_covalentCount m
  have hB : 0 < (2 * m + 1).choose m := Nat.choose_pos (by omega)
  rw [h0, Nat.mul_zero] at h
  omega

/-- Summed over all numbers of covalent bonds, the non-crossing singlet structures number
`binom(2m + 1, m)` times the covalent ones. -/
theorem totalCount_eq (m : ℕ) :
    totalCount m = covalentCount m * (2 * m + 1).choose m := by
  -- Vandermonde's identity sums over the number of covalent bonds
  rw [(covalentCount_eq m).1, show 2 * m + 1 = m + (m + 1) by omega, Nat.add_choose_eq,
    Finset.Nat.sum_antidiagonal_eq_sum_range_succ_mk, Finset.mul_sum]
  unfold totalCount
  apply Finset.sum_congr rfl
  intro k hk
  exact structureCount_eq (Nat.lt_succ_iff.mp (Finset.mem_range.mp hk))

/-- Weyl's formula for singlets of `2m` electrons in `2m` orbitals:
the total count is `binom(2m + 1, m)² / (2m + 1)`. -/
theorem weyl_formula (m : ℕ) :
    (totalCount m : ℝ) = ((2 * m + 1).choose m : ℝ) ^ 2 / (2 * m + 1) := by
  have hm : 2 * (m : ℝ) + 1 ≠ 0 := by positivity
  rw [eq_div_iff hm, totalCount_eq, ← odd_mul_covalentCount]
  push_cast
  ring

/-- The covalent share of all non-crossing singlet structures is exactly `1 / binom(2m + 1, m)`. -/
theorem covalent_share (m : ℕ) :
    (covalentCount m : ℝ) / totalCount m = 1 / ((2 * m + 1).choose m : ℝ) := by
  have hC : (covalentCount m : ℝ) ≠ 0 := by exact_mod_cast (covalentCount_pos m).ne'
  rw [totalCount_eq, Nat.cast_mul, ← div_div, div_self hC]

/-- For the non-crossing (Rumer) structures of `2m` electrons in `2m` orbitals, each further
electron pair with its two orbitals multiplies the covalent count by a factor tending to 4 and the
total singlet count by a factor tending to 16; the covalent share tends to 0 and the ionic share to
1. -/
theorem ionic_structures_dominate :
    Tendsto (fun m : ℕ => (covalentCount (m + 1) : ℝ) / covalentCount m) atTop (𝓝 4) ∧
    Tendsto (fun m : ℕ => (totalCount (m + 1) : ℝ) / totalCount m) atTop (𝓝 16) ∧
    Tendsto (fun m : ℕ => (covalentCount m : ℝ) / totalCount m) atTop (𝓝 0) ∧
    Tendsto (fun m : ℕ => (ionicCount m : ℝ) / totalCount m) atTop (𝓝 1) := by
  have hpos : ∀ m, (0 : ℝ) < covalentCount m := fun m => by exact_mod_cast covalentCount_pos m
  have hW : ∀ m, (totalCount m : ℝ) = (2 * m + 1) * (covalentCount m : ℝ) ^ 2 := by
    intro m
    rw [totalCount_eq, ← odd_mul_covalentCount]
    push_cast
    ring
  -- recursion of the covalent count
  have hrec : ∀ m : ℕ, ((m : ℝ) + 2) * covalentCount (m + 1)
      = (4 * m + 2) * covalentCount m := by
    intro m
    rw [(covalentCount_eq (m + 1)).1, (covalentCount_eq m).1]
    have c := Nat.succ_mul_centralBinom_succ m
    rw [← succ_mul_catalan_eq_centralBinom (m + 1), ← succ_mul_catalan_eq_centralBinom m] at c
    have c' : ((m : ℝ) + 1) * (((m : ℝ) + 1 + 1) * (catalan (m + 1) : ℝ))
        = 2 * (2 * (m : ℝ) + 1) * (((m : ℝ) + 1) * (catalan m : ℝ)) := by exact_mod_cast c
    have hm : (m : ℝ) + 1 ≠ 0 := by positivity
    apply mul_left_cancel₀ hm
    linear_combination c'
  have hC : Tendsto (fun m : ℕ => (covalentCount (m + 1) : ℝ) / covalentCount m)
      atTop (𝓝 4) := by
    have h := tendsto_add_mul_div_add_mul_atTop_nhds (2 : ℝ) 2 4 (one_ne_zero)
    rw [div_one] at h
    refine h.congr (fun m => ?_)
    rw [div_eq_div_iff (by positivity) (hpos m).ne']
    linear_combination -hrec m
  have hS : Tendsto (fun m : ℕ => (covalentCount m : ℝ) / totalCount m) atTop (𝓝 0) := by
    refine squeeze_zero (fun m => by positivity) (fun m => ?_)
      (tendsto_one_div_add_atTop_nhds_zero_nat (𝕜 := ℝ))
    rw [covalent_share]
    -- the binomial coefficient is at least `m + 1`
    have hB : m + 1 ≤ (2 * m + 1).choose m := by
      rw [← odd_mul_covalentCount]
      nlinarith [covalentCount_pos m]
    have hB' : (m : ℝ) + 1 ≤ ((2 * m + 1).choose m : ℝ) := by exact_mod_cast hB
    exact one_div_le_one_div_of_le (by positivity) hB'
  refine ⟨hC, ?_, hS, ?_⟩
  · have h := (tendsto_add_mul_div_add_mul_atTop_nhds (3 : ℝ) 1 2 (two_ne_zero)).mul (hC.pow 2)
    rw [show (2 : ℝ) / 2 * 4 ^ 2 = 16 by norm_num] at h
    refine h.congr (fun m => ?_)
    rw [hW (m + 1), hW m, div_pow, div_mul_div_comm]
    push_cast
    congr 1 <;> ring
  · have h := hS.const_sub 1
    rw [sub_zero] at h
    refine h.congr (fun m => ?_)
    have hT : (totalCount m : ℝ) ≠ 0 := by
      rw [hW m]
      have := hpos m
      positivity
    have hsum : totalCount m = ionicCount m + covalentCount m := Finset.sum_range_succ _ _
    have hsum' : (totalCount m : ℝ) = ionicCount m + covalentCount m := by exact_mod_cast hsum
    rw [eq_div_iff hT, sub_mul, div_mul_cancel₀ _ hT]
    linarith

end ValenceBondCounting
```

```lean
#print axioms ValenceBondCounting.weyl_formula
#print axioms ValenceBondCounting.ionic_structures_dominate
```

```
'ValenceBondCounting.weyl_formula' depends on axioms: [propext, Classical.choice, Quot.sound]
'ValenceBondCounting.ionic_structures_dominate' depends on axioms: [propext, Classical.choice, Quot.sound]
```

## What is being counted

A structure with $k$ covalent bonds has $2k$ singly occupied orbitals. The other $2(m-k)$ orbitals hold the remaining $2(m-k)$ electrons in pairs, so half of them are doubly occupied and half are empty. The single electrons are coupled to a singlet by a non-crossing pairing, a Rumer diagram, and there are $C_k=\binom{2k}{k}/(k+1)$ of these, the Catalan number. The number of structures with $k$ bonds is therefore

$$N(m,k)=\binom{2m}{2k}\binom{2(m-k)}{m-k}\,C_k .$$

This is `structureCount m k`. The term $k=m$ is `covalentCount m`, the sum over $k<m$ is `ionicCount m`, and the sum over $k\le m$ is `totalCount m`, written $W_m$ below. "Ionic" thus means that at least one orbital is doubly occupied, a reading that suits localised orbitals with one electron per orbital in the neutral reference.

The smallest molecule of this kind is H₂ in a minimal basis, $m=1$. It has one covalent structure and two ionic ones, H⁻H⁺ and H⁺H⁻, so the covalent share is $1/3$. For $m=2$ the counts for $k=0,1,2$ are 6, 12 and 2, and the share has fallen to $1/10$.

The definitions take the product formula as the count; the diagrams themselves are not constructed, and their linear independence is not addressed. Accordingly, `weyl_formula` is an identity between numbers for singlets with as many electrons as orbitals, whereas Weyl's dimension formula concerns spin-adapted spaces of any electron number, orbital number and total spin.

## The counts in closed form

Put $d=m-k$ and write the binomials as factorials. The factors $(2k)!$ and $(2d)!$ cancel:

$$N(m,k)=\frac{(2m)!}{(2k)!\,(2d)!}\cdot\frac{(2d)!}{d!\,d!}\cdot\frac{(2k)!}{k!\,(k+1)!}=\frac{(2m)!}{k!\,(k+1)!\,d!\,d!}.$$

Since $C_m=(2m)!/(m!\,(m+1)!)$, this is

$$N(m,k)=C_m\,\frac{m!}{k!\,d!}\cdot\frac{(m+1)!}{d!\,(k+1)!}=C_m\binom{m}{k}\binom{m+1}{m-k}.$$

In Lean this is `structureCount_eq`. The proof replaces $m$ by $k+d$, which removes the subtraction, and multiplies both sides by $k!\,(k+1)!\,d!\,d!$. The `calc` block then shows that both sides equal $(2m)!$, and the positive factor is cancelled.

Summing over $k$ with Vandermonde's identity gives

$$W_m=C_m\sum_{k=0}^{m}\binom{m}{k}\binom{m+1}{m-k}=C_m\binom{2m+1}{m},$$

which is `totalCount_eq`; Mathlib's `Nat.add_choose_eq` supplies the identity. The covalent share $C_m/W_m=1/\binom{2m+1}{m}$ follows at once, as `covalent_share`.

The factorial form of $C_m$ also gives

$$(2m+1)\,C_m=\frac{(2m+1)!}{m!\,(m+1)!}=\binom{2m+1}{m},$$

which is `odd_mul_covalentCount`. Eliminating $C_m$ or the binomial coefficient from $W_m$ yields two forms,

$$W_m=\frac{1}{2m+1}\binom{2m+1}{m}^2=(2m+1)\,C_m^2 .$$

The first is `weyl_formula`; the second is the step `hW` in the final theorem.

## The four limits

The theorem `ionic_structures_dominate` states four limits as $m\to\infty$. The counts are natural numbers, converted to reals before division, so the ratios are ordinary fractions.

**Covalent growth.** From the factorials,

$$\frac{C_{m+1}}{C_m}=\frac{(2m+2)(2m+1)}{(m+1)(m+2)}=\frac{4m+2}{m+2}\longrightarrow 4 .$$

The file obtains the same recursion, `hrec`, from Mathlib's recursion for the central binomial coefficient. A lemma on quotients of linear functions then gives the limit.

**Total growth.** With $W_m=(2m+1)C_m^2$,

$$\frac{W_{m+1}}{W_m}=\frac{2m+3}{2m+1}\left(\frac{C_{m+1}}{C_m}\right)^2\longrightarrow 1\cdot 4^2=16 .$$

In Lean the first factor is a second use of the lemma on linear quotients, and the second is `hC.pow 2`.

**Covalent share.** Because $C_m\ge 1$, we have $\binom{2m+1}{m}=(2m+1)C_m\ge m+1$. Hence $0\le C_m/W_m\le 1/(m+1)$, and `squeeze_zero` gives the limit 0. The bound is crude, but it suffices.

**Ionic share.** Splitting off the last term of the sum gives $W_m$ as the ionic count plus $C_m$. The ionic share is $1-C_m/W_m$, which tends to 1.

The approach to the growth factors is slow: from $m=1$ to $m=2$ the covalent count grows by a factor of 2 and the total by $20/3$.

## Structures with few ion pairs

The formula for $N(m,k)$ also shows how the ionic structures are distributed. Setting $k=m-1$ for $m\ge 1$ gives

$$N(m,m-1)=m(m+1)\,C_m ,$$

so structures with a single ion pair already outnumber the covalent ones by the factor $m(m+1)$. For a fixed number $d$ of ion pairs the factor is $\binom{m}{d}\binom{m+1}{d}$, a polynomial in $m$, while $\binom{2m+1}{m}$ grows exponentially. An expansion truncated at any fixed number of ion pairs therefore also keeps a vanishing share of the structures.

## Number of structures and weight in the wave function

For a singlet complete active space with as many electrons as orbitals and no use of spatial symmetry, $W_m$ is the number of spin-adapted configurations, so the length of the full expansion eventually grows about sixteenfold per added pair, against fourfold for a purely covalent one. These are statements about the size of the expansion only. They do not say how much the ionic structures contribute to a given ground state, which depends on the Hamiltonian: when double occupation is expensive, the few covalent structures can carry most of the wave function.
